# In a finite Hermitian model, RIXS intensity diverges at vanishing lifetime broadening exactly when the resonant part of the excited state can emit

Let $H$ be the Hermitian Hamiltonian of the core-excited states in a finite basis, and $w$ the photon energy, with energies counted from the initial state. The vector $b$ is the initial state after the absorption operator has acted on it, and $D$ is the emission operator. With a lifetime broadening $G>0$, I compute

$$I(G)=\|D\,(w+iG-H)^{-1}b\|^2 ,$$

where the squared norm sums over final states. Let $P$ be the orthogonal projector onto the eigenspace of $H$ at energy $w$, with $P=0$ if $w$ is not an eigenvalue.

I had assumed that, with $w$ exactly on an eigenvalue, $I(G)$ must blow up as $G\to0$. But suppose that two degenerate intermediate states are both excited and both emit, with amplitudes that cancel in every final state. Each path alone diverges. Does the sum diverge too, or can it stay finite? And can the off-resonant states change the answer?

## The vector $DPb$ decides

The sum stays finite. What matters is the total resonant amplitude $DPb$, in which the degenerate paths have already been added:

$$\lim_{G\to0^+}G^2 I(G)=\|DPb\|^2 .$$

If $DPb\neq0$, the intensity diverges as $\|DPb\|^2/G^2$. If $DPb=0$, as in your cancellation, it stays below one bound for all $G\neq0$. Off-resonant states affect that bound but cannot cause a divergence.

Write $R=(w+iG-H)^{-1}$, and take the inner product to be linear in its second argument.

**The inverse exists.** Since $\langle x,Hx\rangle$ is real, the imaginary part of $\langle x,(w+iG-H)x\rangle$ is $G\|x\|^2$. By Cauchy–Schwarz, $|G|\,\|x\|^2\le\|x\|\,\|(w+iG-H)x\|$, hence

$$|G|\,\|x\|\le\|(w+iG-H)x\| .$$

For $G\neq0$ the operator is therefore injective, and in finite dimension it is invertible. The same inequality gives $\|Rc\|\le\|c\|/|G|$ for every vector $c$.

**The off-resonant part.** Let $A=w-H$, which is Hermitian because $w$ is real. If $u$ is orthogonal to the range of $A$, then $0=\langle A(Au),u\rangle=\|Au\|^2$, so $u$ lies in the kernel of $A$, which is the eigenspace at $w$. The vector $b-Pb$ is orthogonal to that eigenspace, so it is orthogonal to every such $u$ and must lie in the range of $A$. Hence there is a vector $c$, independent of $G$, with

$$b-Pb=(w-H)c .$$

**The residue.** We have $(w+iG-H)Pb=iG\,Pb$ and $(w+iG-H)c=b-Pb+iGc$. Therefore

$$(w+iG-H)\bigl[Pb+iG(c-iG\,Rc)\bigr]=iG\,Pb+iG\,(b-Pb+iGc-iGc)=iG\,b .$$

Applying $R$ gives $iG\,Rb-Pb=iG(c-iG\,Rc)$. The bracket on the right has norm at most $\|c\|+|G|\,\|Rc\|\le2\|c\|$, so

$$\|iG\,Rb-Pb\|\le2\|c\|\,|G| .$$

**The intensity.** As $G\to0^+$, $iG\,Rb\to Pb$. Applying $D$ and squaring the norm gives $G^2I(G)\to\|DPb\|^2$. If this limit is positive, multiplying by $G^{-2}$ gives divergence. If $DPb=0$, let $K$ be the operator norm of $D$. Then

$$|G|\,\|DRb\|=\|D(iG\,Rb-Pb)\|\le2K\|c\|\,|G| ,$$

and so $I(G)\le(2K\|c\|)^2$ for every $G\neq0$.

## What is assumed about $H$, $D$ and the broadening

In the Lean file below, `E` is the finite-dimensional complex inner product space of intermediate states and `F` is the space of final states. The map `D : E →ₗ[ℂ] F` may be rectangular. It may also keep only one final state, so the criterion applies to a single channel as well as to the sum. The hypothesis `LinearMap.IsSymmetric H` says that $H$ is Hermitian, and `w : ℝ` makes the photon energy real.

The definitions `detuned`, `propagator` and `intensity` are $w+iG-H$, its inverse and $I(G)$. `resonantProjector H w` is $P$. `Ring.inverse` returns zero for a non-invertible operator, so the value of `intensity` at $G=0$ on an eigenvalue has no physical meaning; the limits use only $G>0$, written `𝓝[>] 0`.

There are three main statements:

- `scaled_intensity_tendsto` is the limit of $G^2I(G)$.
- `intensity_bounded_of_dark` gives one bound for all nonzero $G$ when $DPb=0$.
- `intensity_diverges_iff` says that $I(G)$ tends to $+\infty$, written `atTop`, if and only if $DPb\neq0$.

The number $G$ stands for the decay of the core hole, by Auger or radiative processes, and equals half the full width at half maximum of an isolated resonance. It is put in by hand, with the same value for every intermediate state. The intensity has no prefactors and no energy-conserving delta function, so it is not resolved in energy loss. The photon energy is held fixed during the limit, and the bound in the dark case may depend on it. A continuum of intermediate states is excluded by the finite dimension.

For a finite-cluster RIXS calculation with one common broadening, the result says which on-resonance intensities have no finite limit as $G$ is made small: those with $DPb\neq0$, which grow as $1/G^2$. The others stay bounded, but they can still depend strongly on $G$ while it is comparable to or larger than the distance from $w$ to the nearest other level.

Hermiticity matters here, and it is not enough that $H$ be diagonalisable with real eigenvalues. Take

$$H=\begin{pmatrix}0&1\\0&1\end{pmatrix},\qquad w=0,\qquad b=\begin{pmatrix}0\\1\end{pmatrix},\qquad D=1 .$$

The eigenvalues are $0$ and $1$, and the eigenspace at $0$ is spanned by $(1,0)^T$, so $Pb=0$. Solving $(iG-H)x=b$ gives $x_2=1/(iG-1)$ and $x_1=x_2/(iG)$. Hence $G^2I(G)=(1+G^2)/(1+G^2)=1$ for every $G\neq0$. The limit is $1$ instead of $0$, and the intensity diverges although $DPb=0$. The eigenvectors are not orthogonal, so the orthogonal projector no longer picks out the resonant component of $b$.

## From the linewidth bound to the divergence criterion in Lean

```lean
import Mathlib

open Filter Topology

namespace RIXSLifetimeLimit

noncomputable section

variable {E F : Type*} [NormedAddCommGroup E] [InnerProductSpace ℂ E]
  [NormedAddCommGroup F] [InnerProductSpace ℂ F]

/-- The operator `w + iG - H` for photon energy `w`, lifetime broadening `G` and
Hamiltonian `H`. -/
def detuned (H : E →ₗ[ℂ] E) (w G : ℝ) : Module.End ℂ E :=
  ((w : ℂ) + G * Complex.I) • (1 : Module.End ℂ E) - H

/-- The intermediate-state propagator `(w + iG - H)⁻¹`, meant for those `w` and `G` at which
`w + iG - H` is invertible. -/
def propagator (H : E →ₗ[ℂ] E) (w G : ℝ) : Module.End ℂ E :=
  Ring.inverse (detuned H w G)

/-- The resonant intensity `‖D (w + iG - H)⁻¹ b‖²`, meant for those `w` and `G` at which
`w + iG - H` is invertible. -/
def intensity (D : E →ₗ[ℂ] F) (H : E →ₗ[ℂ] E) (b : E) (w G : ℝ) : ℝ :=
  ‖D (propagator H w G b)‖ ^ 2

/-- For Hermitian `H`, the norm of `(w + iG - H) x` is at least `|G|` times the norm of `x`. -/
theorem linewidth_bound {H : E →ₗ[ℂ] E} (hH : LinearMap.IsSymmetric H) (w G : ℝ) (x : E) :
    |G| * ‖x‖ ≤ ‖detuned H w G x‖ := by
  -- the expectation value of H is real
  have him : (inner ℂ x (H x)).im = 0 := by
    apply Complex.conj_eq_iff_im.mp
    rw [inner_conj_symm]
    exact hH x x
  have hs : inner ℂ x x = ((‖x‖ ^ 2 : ℝ) : ℂ) := by
    rw [inner_self_eq_norm_sq_to_K, Complex.ofReal_pow]
    rfl
  -- so only the broadening contributes to the imaginary part
  have hin : (inner ℂ x (detuned H w G x)).im = G * ‖x‖ ^ 2 := by
    have h : detuned H w G x = ((w : ℂ) + G * Complex.I) • x - H x := rfl
    rw [h, inner_sub_right, inner_smul_right, hs, Complex.sub_im, him, Complex.im_mul_ofReal]
    simp
  have hcs : |G| * ‖x‖ ^ 2 ≤ ‖x‖ * ‖detuned H w G x‖ := by
    calc |G| * ‖x‖ ^ 2 = |(inner ℂ x (detuned H w G x)).im| := by
          rw [hin, abs_mul, abs_of_nonneg (sq_nonneg ‖x‖)]
      _ ≤ ‖inner ℂ x (detuned H w G x)‖ := Complex.abs_im_le_norm _
      _ ≤ ‖x‖ * ‖detuned H w G x‖ := norm_inner_le_norm _ _
  rcases (norm_nonneg x).eq_or_lt with h0 | h0
  · rw [← h0, mul_zero]
    exact norm_nonneg _
  · exact le_of_mul_le_mul_left (by nlinarith) h0

variable [FiniteDimensional ℂ E]

/-- The orthogonal projector `P` onto the eigenspace of `H` at energy `w`; it is zero if `w`
is not an eigenvalue. -/
def resonantProjector (H : E →ₗ[ℂ] E) (w : ℝ) : E →L[ℂ] E :=
  (Module.End.eigenspace H (w : ℂ)).starProjection

/-- For Hermitian `H` on a finite-dimensional space and nonzero broadening `G`, the operator
`w + iG - H` is invertible. -/
theorem detuned_isUnit {H : E →ₗ[ℂ] E} (hH : LinearMap.IsSymmetric H) (w : ℝ) {G : ℝ}
    (hG : G ≠ 0) : IsUnit (detuned H w G) := by
  rw [LinearMap.isUnit_iff_ker_eq_bot, LinearMap.ker_eq_bot']
  intro x hx
  have h := linewidth_bound hH w G x
  rw [hx, norm_zero] at h
  have hpos := abs_pos.mpr hG
  exact norm_le_zero_iff.mp (by nlinarith [norm_nonneg x])

/-- For Hermitian `H` on a finite-dimensional space, the off-resonant part `b - P b` of any vector
`b` has the form `(w - H) c`. -/
theorem offResonant_part {H : E →ₗ[ℂ] E} (hH : LinearMap.IsSymmetric H) (w : ℝ) (b : E) :
    ∃ c : E, b - resonantProjector H w b = (w : ℂ) • c - H c := by
  let A : E →ₗ[ℂ] E := (w : ℂ) • LinearMap.id - H
  have hA : ∀ x, A x = (w : ℂ) • x - H x := fun _ => rfl
  have hsym : ∀ x y, inner ℂ (A x) y = inner ℂ x (A y) := by
    intro x y
    rw [hA x, hA y, inner_sub_left, inner_sub_right, inner_smul_left, inner_smul_right,
      hH x y, Complex.conj_ofReal]
  have hperp : b - resonantProjector H w b ∈ (Module.End.eigenspace H (w : ℂ))ᗮ :=
    Submodule.sub_starProjection_mem_orthogonal b
  -- the range of w - H is the orthogonal complement of its kernel
  have hmem : b - resonantProjector H w b ∈ LinearMap.range A := by
    rw [← Submodule.orthogonal_orthogonal (LinearMap.range A), Submodule.mem_orthogonal]
    intro u hu
    have hAu : A u = 0 := by
      have h := (Submodule.mem_orthogonal _ _).mp hu (A (A u)) (LinearMap.mem_range_self A _)
      rw [hsym] at h
      exact inner_self_eq_zero.mp h
    have hu' : u ∈ Module.End.eigenspace H (w : ℂ) :=
      Module.End.mem_eigenspace_iff.mpr (sub_eq_zero.mp ((hA u).symm.trans hAu)).symm
    exact (Submodule.mem_orthogonal _ _).mp hperp u hu'
  obtain ⟨c, hc⟩ := hmem
  exact ⟨c, hc.symm⟩

/-- For Hermitian `H` on a finite-dimensional space, the vector `iG (w + iG - H)⁻¹ b` differs from
`P b` by at most a constant times `|G|`, for all nonzero `G`. -/
theorem propagator_residue {H : E →ₗ[ℂ] E} (hH : LinearMap.IsSymmetric H) (w : ℝ) (b : E) :
    ∃ C : ℝ, ∀ G : ℝ, G ≠ 0 →
      ‖((G : ℂ) * Complex.I) • propagator H w G b - resonantProjector H w b‖ ≤ C * |G| := by
  obtain ⟨c, hc⟩ := offResonant_part hH w b
  refine ⟨2 * ‖c‖, fun G hG => ?_⟩
  have hu := detuned_isUnit hH w hG
  have hr : detuned H w G (propagator H w G c) = c :=
    LinearMap.congr_fun (Ring.mul_inverse_cancel _ hu) c
  have hl : ∀ v, propagator H w G (detuned H w G v) = v := fun v =>
    LinearMap.congr_fun (Ring.inverse_mul_cancel _ hu) v
  have hmem : resonantProjector H w b ∈ Module.End.eigenspace H (w : ℂ) :=
    Submodule.starProjection_apply_mem _ b
  have hP := Module.End.mem_eigenspace_iff.mp hmem
  have hd : ∀ x, detuned H w G x = ((w : ℂ) + G * Complex.I) • x - H x := fun _ => rfl
  -- the exact solution, split into resonant and off-resonant parts
  have hv : detuned H w G (resonantProjector H w b +
      ((G : ℂ) * Complex.I) • (c - ((G : ℂ) * Complex.I) • propagator H w G c)) =
      ((G : ℂ) * Complex.I) • b := by
    rw [map_add, map_smul, map_sub, map_smul, hr, hd (resonantProjector H w b), hd c, hP]
    linear_combination (norm := module) (-((G : ℂ) * Complex.I)) • hc
  have h := congrArg (propagator H w G) hv
  rw [hl, map_smul] at h
  have hn : ‖(G : ℂ) * Complex.I‖ = |G| := by simp
  have hb := linewidth_bound hH w G (propagator H w G c)
  rw [hr] at hb
  have h2 : ‖c - ((G : ℂ) * Complex.I) • propagator H w G c‖ ≤ 2 * ‖c‖ := by
    have h3 := norm_sub_le c (((G : ℂ) * Complex.I) • propagator H w G c)
    rw [norm_smul, hn] at h3
    linarith
  rw [← h, add_sub_cancel_left, norm_smul, hn, mul_comm (2 * ‖c‖)]
  exact mul_le_mul_of_nonneg_left h2 (abs_nonneg G)

/-- For Hermitian `H` on a finite-dimensional space, the resonant intensity multiplied by `G²` tends
to `‖D P b‖²` as the lifetime broadening `G` decreases to zero. -/
theorem scaled_intensity_tendsto {H : E →ₗ[ℂ] E} (hH : LinearMap.IsSymmetric H)
    (D : E →ₗ[ℂ] F) (b : E) (w : ℝ) :
    Tendsto (fun G : ℝ => G ^ 2 * intensity D H b w G) (𝓝[>] 0)
      (𝓝 (‖D (resonantProjector H w b)‖ ^ 2)) := by
  obtain ⟨C, hC⟩ := propagator_residue hH w b
  have hvec : Tendsto (fun G : ℝ => ((G : ℂ) * Complex.I) • propagator H w G b) (𝓝[>] 0)
      (𝓝 (resonantProjector H w b)) := by
    rw [tendsto_iff_norm_sub_tendsto_zero]
    have hcont : Continuous (fun G : ℝ => C * |G|) := by fun_prop
    refine squeeze_zero' (Eventually.of_forall fun _ => norm_nonneg _) ?_
      ((hcont.tendsto' 0 0 (by simp)).mono_left nhdsWithin_le_nhds)
    filter_upwards [self_mem_nhdsWithin] with G hG
    exact hC G (Set.mem_Ioi.mp hG).ne'
  have hD := (((D.continuous_of_finiteDimensional.tendsto _).comp hvec).norm).pow 2
  refine hD.congr fun G => ?_
  have hn : ‖(G : ℂ) * Complex.I‖ = |G| := by simp
  simp only [Function.comp_apply, map_smul, norm_smul, intensity, hn, mul_pow, sq_abs]

/-- For Hermitian `H` on a finite-dimensional space, if `D P b = 0` then the intensity stays below
one bound for all nonzero broadenings. -/
theorem intensity_bounded_of_dark {H : E →ₗ[ℂ] E} (hH : LinearMap.IsSymmetric H)
    (D : E →ₗ[ℂ] F) (b : E) (w : ℝ) (hdark : D (resonantProjector H w b) = 0) :
    ∃ M : ℝ, ∀ G : ℝ, G ≠ 0 → intensity D H b w G ≤ M := by
  obtain ⟨C, hC⟩ := propagator_residue hH w b
  let K : ℝ := ‖LinearMap.toContinuousLinearMap D‖
  have hK : ∀ x, ‖D x‖ ≤ K * ‖x‖ := fun x => (LinearMap.toContinuousLinearMap D).le_opNorm x
  refine ⟨(K * C) ^ 2, fun G hG => ?_⟩
  have hn : ‖(G : ℂ) * Complex.I‖ = |G| := by simp
  -- the dark resonant part drops out, and one factor |G| cancels
  have h1 : |G| * ‖D (propagator H w G b)‖ ≤ |G| * (K * C) := by
    calc |G| * ‖D (propagator H w G b)‖
        = ‖D (((G : ℂ) * Complex.I) • propagator H w G b - resonantProjector H w b)‖ := by
          rw [map_sub, hdark, sub_zero, map_smul, norm_smul, hn]
      _ ≤ K * ‖((G : ℂ) * Complex.I) • propagator H w G b - resonantProjector H w b‖ := hK _
      _ ≤ K * (C * |G|) := mul_le_mul_of_nonneg_left (hC G hG) (norm_nonneg _)
      _ = |G| * (K * C) := by ring
  exact pow_le_pow_left₀ (norm_nonneg _) (le_of_mul_le_mul_left h1 (abs_pos.mpr hG)) 2

/-- For Hermitian `H` on a finite-dimensional space, the resonant intensity diverges to `+∞` as the
lifetime broadening decreases to zero if and only if `D P b` is nonzero. -/
theorem intensity_diverges_iff {H : E →ₗ[ℂ] E} (hH : LinearMap.IsSymmetric H)
    (D : E →ₗ[ℂ] F) (b : E) (w : ℝ) :
    Tendsto (fun G : ℝ => intensity D H b w G) (𝓝[>] 0) atTop ↔
      D (resonantProjector H w b) ≠ 0 := by
  constructor
  · intro h hdark
    obtain ⟨M, hM⟩ := intensity_bounded_of_dark hH D b w hdark
    obtain ⟨G, hG, hpos⟩ := ((h.eventually_gt_atTop M).and self_mem_nhdsWithin).exists
    exact absurd (hM G (Set.mem_Ioi.mp hpos).ne') (not_le_of_gt hG)
  · intro hne
    have hpos : 0 < ‖D (resonantProjector H w b)‖ ^ 2 := pow_pos (norm_pos_iff.mpr hne) 2
    have hinv : Tendsto (fun G : ℝ => (G⁻¹) ^ 2) (𝓝[>] 0) atTop :=
      (tendsto_pow_atTop two_ne_zero).comp tendsto_inv_nhdsGT_zero
    -- a positive limit times G⁻² diverges
    refine ((scaled_intensity_tendsto hH D b w).pos_mul_atTop hpos hinv).congr' ?_
    filter_upwards [self_mem_nhdsWithin] with G hG
    have hG0 : G ≠ 0 := (Set.mem_Ioi.mp hG).ne'
    field_simp

end

end RIXSLifetimeLimit
```

```lean
#print axioms RIXSLifetimeLimit.intensity_diverges_iff
```

```
'RIXSLifetimeLimit.intensity_diverges_iff' depends on axioms: [propext, Classical.choice, Quot.sound]
```

`linewidth_bound` is the first inequality. Its step `him` shows that the expectation value of $H$ is real, `hin` computes the imaginary part, and `hcs` applies Cauchy–Schwarz. The final case split treats $\|x\|=0$ separately, because otherwise one factor $\|x\|$ is cancelled. `detuned_isUnit` then shows that the kernel is trivial, which in finite dimension gives invertibility.

`offResonant_part` produces the vector $c$. It replaces the range of $A$ by its double orthogonal complement, takes a vector `u` orthogonal to the range, and proves `A u = 0` by testing `u` against `A (A u)`.

`propagator_residue` contains the exact solution. The step `hv` checks that the proposed vector is mapped to $iG\,b$: after the known actions of the operator have been substituted, `linear_combination` uses the equation for $c$ multiplied by $-iG$. Applying the propagator to both sides gives the formula for $iG\,Rb$, and `h2` supplies the factor $2\|c\|$.

In `scaled_intensity_tendsto`, `squeeze_zero'` turns the linear error bound into convergence of the vectors. Continuity of `D` and of the norm carries this over to the intensity. `intensity_bounded_of_dark` uses the same error bound: the resonant term vanishes, one factor $|G|$ cancels, and the bound is `(K * C) ^ 2`, where `C` is the constant from `propagator_residue`.

The two directions of `intensity_diverges_iff` use these two theorems. If the intensity diverges, it exceeds any proposed bound at some positive $G$, which contradicts boundedness in the dark case. Conversely, if $DPb\neq0$, `pos_mul_atTop` multiplies a function with a positive limit by $G^{-2}$, which tends to infinity, and `field_simp` cancels the powers of $G$ to recover $I(G)$.
